# In one dimension, the Laplacian kinetic density makes the iso-orbital indicator of the orbital exp(−x²/2) negative for |x| > 1/√2

For the orbital f(x) = exp(−x²/2), the iso-orbital indicator built from the Laplacian kinetic energy density is

α_L(x) = 3 (1 − 2x²) exp(2x²) / π²,

which is negative exactly when |x| > 1/√2. Moreover, every non-constant real orbital that is twice continuously differentiable on the whole line gives a negative value at some point of non-zero density. In this one-dimensional, spinless model, a density functional designed for α ≥ 0 can therefore receive inputs outside its range if the Laplacian form is substituted.

```lean
import Mathlib

open Filter Topology

namespace LaplacianIsoOrbitalIndicator

noncomputable section

variable {ι : Type*} [Fintype ι]
```

## Two kinetic densities and one indicator

Take finitely many real orbitals φᵢ on the line, each singly occupied, in atomic units. When the orbitals are orthonormal, the sums below are the particle and kinetic energy densities of their Slater determinant; the theorems about these sums assume neither orthogonality nor normalisation. The density is

n = Σᵢ φᵢ².

```lean
/-- The particle density of a finite family of real orbitals on the line. -/
def density (φ : ι → ℝ → ℝ) (x : ℝ) : ℝ := ∑ i, φ i x ^ 2
```

The positive kinetic energy density is

τ = ½ Σᵢ φᵢ'².

```lean
/-- The positive kinetic energy density, half the sum of squared orbital slopes. -/
def tauPos (φ : ι → ℝ → ℝ) (x : ℝ) : ℝ := 1 / 2 * ∑ i, deriv (φ i) x ^ 2
```

The Laplacian form uses second derivatives:

τ_L = −½ Σᵢ φᵢ φᵢ''.

```lean
/-- The Laplacian form of the kinetic energy density, `-φ φ'' / 2` summed over orbitals. -/
def tauLap (φ : ι → ℝ → ℝ) (x : ℝ) : ℝ :=
  -(1 / 2) * ∑ i, φ i x * deriv (deriv (φ i)) x
```

The von Weizsäcker density depends on n alone:

τ_W = n'² / (8n).

```lean
/-- The von Weizsäcker kinetic energy density of a density `n`. -/
def weizsacker (n : ℝ → ℝ) (x : ℝ) : ℝ := deriv n x ^ 2 / (8 * n x)
```

A spinless uniform gas on the line has Fermi wavevector πn and kinetic energy density π²n³/6. This sets the unit of the indicator:

α = (τ − τ_W) / (π²n³/6).

In Lean, `indicator` takes the kinetic density as an argument, so the same definition serves τ and τ_L. Lean evaluates division by zero as 0, so the single-orbital statements are made where f ≠ 0.

```lean
/-- The iso-orbital indicator: the excess of `τ` over the von Weizsäcker density, in units of
the kinetic energy density of the spinless uniform gas on the line. -/
def indicator (τ n : ℝ → ℝ) (x : ℝ) : ℝ :=
  (τ x - weizsacker n x) / (Real.pi ^ 2 * n x ^ 3 / 6)
```

A single orbital is a family indexed by `Fin 1`.

```lean
/-- The family consisting of a single orbital. -/
def one (f : ℝ → ℝ) : Fin 1 → ℝ → ℝ := fun _ => f
```

The Gaussian is left unnormalised. Normalising it multiplies f by π^(−1/4) and α_L by π, giving 3(1 − 2x²) exp(2x²)/π, with the same sign everywhere.

```lean
/-- The Gaussian orbital `exp (-x² / 2)`. -/
def gauss (x : ℝ) : ℝ := Real.exp (-x ^ 2 / 2)
```

## Where positivity is lost

The general orbital theorems below assume orbitals that are twice differentiable on the whole line, which excludes cusps. For such orbitals the product rule, applied twice, gives

n' = 2 Σᵢ φᵢφᵢ',

n'' = 2 Σᵢ (φᵢ'² + φᵢφᵢ'').

```lean
/-- The first and second derivatives of the density in terms of the orbitals. -/
theorem density_derivs {φ : ι → ℝ → ℝ} (h1 : ∀ i, Differentiable ℝ (φ i))
    (h2 : ∀ i, Differentiable ℝ (deriv (φ i))) :
    (deriv (density φ) = fun x => 2 * ∑ i, φ i x * deriv (φ i) x) ∧
    (deriv (deriv (density φ)) =
      fun x => 2 * ∑ i, (deriv (φ i) x ^ 2 + φ i x * deriv (deriv (φ i)) x)) := by
  have hn : density φ = fun y => ∑ i, φ i y * φ i y := by
    funext y
    simp only [density, pow_two]
  have hd : deriv (density φ) = fun x => 2 * ∑ i, φ i x * deriv (φ i) x := by
    funext x
    rw [hn]
    have h := HasDerivAt.fun_sum (u := Finset.univ) (fun i _ =>
      (h1 i x).hasDerivAt.fun_mul (h1 i x).hasDerivAt)
    rw [h.deriv, Finset.mul_sum]
    exact Finset.sum_congr rfl fun i _ => by ring
  refine ⟨hd, ?_⟩
  funext x
  rw [hd]
  have h := (HasDerivAt.fun_sum (u := Finset.univ) (fun i _ =>
    (h1 i x).hasDerivAt.fun_mul (h2 i x).hasDerivAt)).const_mul 2
  rw [h.deriv]
  simp only [pow_two]
```

Dividing n'' by 4 gives τ − τ_L, hence

τ_L = τ − n''/4.

```lean
/-- The Laplacian form is the positive form minus a quarter of the second derivative of
the density. -/
theorem tauLap_eq {φ : ι → ℝ → ℝ} (h1 : ∀ i, Differentiable ℝ (φ i))
    (h2 : ∀ i, Differentiable ℝ (deriv (φ i))) (x : ℝ) :
    tauLap φ x = tauPos φ x - deriv (deriv (density φ)) x / 4 := by
  rw [(density_derivs h1 h2).2]
  simp only [tauLap, tauPos, Finset.sum_add_distrib]
  ring
```

For the positive form, Cauchy–Schwarz gives

n'² = 4 (Σᵢ φᵢφᵢ')² ≤ 4 (Σᵢ φᵢ²)(Σᵢ φᵢ'²) = 8nτ.

Where n > 0, dividing by 8n turns this into τ ≥ τ_W, which is α ≥ 0. The theorem states the undivided inequality.

```lean
/-- The von Weizsäcker bound for the positive form, with the density multiplied out:
`n'² ≤ 8 n τ`. -/
theorem weizsacker_bound {φ : ι → ℝ → ℝ} (h1 : ∀ i, Differentiable ℝ (φ i))
    (h2 : ∀ i, Differentiable ℝ (deriv (φ i))) (x : ℝ) :
    deriv (density φ) x ^ 2 ≤ 8 * density φ x * tauPos φ x := by
  rw [(density_derivs h1 h2).1]
  simp only [density, tauPos]
  -- Cauchy-Schwarz between orbital values and orbital slopes
  have h := Finset.sum_mul_sq_le_sq_mul_sq Finset.univ
    (fun i => φ i x) (fun i => deriv (φ i) x)
  linarith
```

For one orbital the sums reduce to

n = f², n' = 2ff', n'' = 2(f'² + ff'').

```lean
/-- The density of a single orbital and its first two derivatives. -/
theorem one_density {f : ℝ → ℝ} (h1 : Differentiable ℝ f) (h2 : Differentiable ℝ (deriv f)) :
    (density (one f) = fun x => f x ^ 2) ∧
    (deriv (density (one f)) = fun x => 2 * (f x * deriv f x)) ∧
    (deriv (deriv (density (one f))) =
      fun x => 2 * (deriv f x ^ 2 + f x * deriv (deriv f) x)) := by
  have h := density_derivs (φ := one f) (fun _ => h1) (fun _ => h2)
  refine ⟨?_, ?_, ?_⟩
  · funext x
    simp only [density, one, Finset.univ_unique, Finset.sum_singleton]
  · rw [h.1]
    simp only [one, Finset.univ_unique, Finset.sum_singleton]
  · rw [h.2]
    simp only [one, Finset.univ_unique, Finset.sum_singleton]
```

Away from nodes, τ_W = 4f²f'²/(8f²) = f'²/2 = τ. The Laplacian excess is therefore

τ_L − τ_W = −n''/4,

which is negative exactly where n'' > 0.

```lean
/-- For one orbital, away from its nodes, the positive form equals the von Weizsäcker density,
and the Laplacian form differs from it by `-n'' / 4`. -/
theorem single_orbital {f : ℝ → ℝ} (h1 : Differentiable ℝ f)
    (h2 : Differentiable ℝ (deriv f)) {x : ℝ} (hx : f x ≠ 0) :
    tauPos (one f) x = weizsacker (density (one f)) x ∧
    tauLap (one f) x - weizsacker (density (one f)) x
      = -deriv (deriv (density (one f))) x / 4 := by
  obtain ⟨hn, hd, -⟩ := one_density h1 h2
  have hp : tauPos (one f) x = weizsacker (density (one f)) x := by
    have ht : tauPos (one f) x = 1 / 2 * deriv f x ^ 2 := by
      simp only [tauPos, one, Finset.univ_unique, Finset.sum_singleton]
    rw [ht, weizsacker, hd, hn, eq_div_iff (by positivity)]
    ring
  refine ⟨hp, ?_⟩
  rw [← hp, tauLap_eq (φ := one f) (fun _ => h1) (fun _ => h2)]
  ring
```

For the Gaussian,

f' = −xf, f'' = (x² − 1)f.

```lean
/-- The Gaussian orbital satisfies `f' = -x f` and `f'' = (x² - 1) f`. -/
theorem gauss_derivs : (∀ x, HasDerivAt gauss (-x * gauss x) x) ∧
    ∀ x, HasDerivAt (deriv gauss) ((x ^ 2 - 1) * gauss x) x := by
  have h : ∀ x, HasDerivAt gauss (-x * gauss x) x := by
    intro x
    have hq : HasDerivAt (fun y : ℝ => -y ^ 2 / 2) (-x) x := by
      have hf : (fun y : ℝ => -y ^ 2 / 2) = fun y => (-1 / 2 : ℝ) * (y * y) := by
        funext y
        ring
      rw [hf]
      exact (((hasDerivAt_id' x).fun_mul (hasDerivAt_id' x)).const_mul
        (-1 / 2 : ℝ)).congr_deriv (by ring)
    exact hq.exp.congr_deriv (mul_comm _ _)
  refine ⟨h, fun x => ?_⟩
  have hd : deriv gauss = fun y => -y * gauss y := funext fun y => (h y).deriv
  rw [hd]
  exact ((hasDerivAt_id' x).fun_neg.fun_mul (h x)).congr_deriv (by ring)
```

Thus n'' = (4x² − 2)n, and the excess is (1 − 2x²)n/2. Dividing by π²n³/6 and using n⁻² = exp(2x²) gives the closed form. Its exponential factor is positive, so the sign is that of 1 − 2x²; Lean compares squares to turn x² > 1/2 into |x| > 1/√2.

```lean
/-- For the Gaussian orbital the indicator built from the Laplacian form is
`3 (1 - 2x²) exp (2x²) / π²`, and it is negative exactly when `|x| > 1/√2`. -/
theorem gauss_indicator (x : ℝ) :
    indicator (tauLap (one gauss)) (density (one gauss)) x
      = (1 - 2 * x ^ 2) * (3 * Real.exp (2 * x ^ 2) / Real.pi ^ 2) ∧
    (indicator (tauLap (one gauss)) (density (one gauss)) x < 0 ↔ 1 / √2 < |x|) := by
  obtain ⟨g1, g2⟩ := gauss_derivs
  have h1 : Differentiable ℝ gauss := fun y => (g1 y).differentiableAt
  have h2 : Differentiable ℝ (deriv gauss) := fun y => (g2 y).differentiableAt
  have hg : gauss x ≠ 0 := (Real.exp_pos _).ne'
  have hpi : Real.pi ≠ 0 := Real.pi_ne_zero
  have hE : Real.exp (2 * x ^ 2) = (gauss x ^ 4)⁻¹ := by
    rw [gauss, ← Real.exp_nat_mul, ← Real.exp_neg]
    congr 1
    push_cast
    ring
  have hv : indicator (tauLap (one gauss)) (density (one gauss)) x
      = (1 - 2 * x ^ 2) * (3 * Real.exp (2 * x ^ 2) / Real.pi ^ 2) := by
    obtain ⟨hn, -, hdd⟩ := one_density h1 h2
    rw [indicator, (single_orbital h1 h2 hg).2, hdd, hn, hE]
    simp only [(g1 x).deriv, (g2 x).deriv]
    first
      | (field_simp; done)
      | (field_simp; ring)
  refine ⟨hv, ?_⟩
  have hk : 0 < 3 * Real.exp (2 * x ^ 2) / Real.pi ^ 2 := by positivity
  rw [hv, ← sq_lt_sq₀ (by positivity) (abs_nonneg x), sq_abs, div_pow,
    Real.sq_sqrt (by norm_num)]
  constructor
  · intro h
    by_contra hc
    have := mul_nonneg (show 0 ≤ 1 - 2 * x ^ 2 by linarith [not_lt.1 hc]) hk.le
    linarith
  · intro h
    exact mul_neg_of_neg_of_pos (by linarith) hk
```

## Every smooth non-constant orbital

Suppose n ≥ 0 and n'' ≤ 0 on the whole line, but n'(a) < 0. Put d = (n(a) + 1)/(−n'(a)). By the mean value theorem there is a ξ between a and a + d with

n(a + d) = n(a) + d n'(ξ) ≤ n(a) + d n'(a) = −1,

because n' never increases. This contradicts n ≥ 0. If n'(a) > 0, the same argument runs to the left.

```lean
/-- A non-negative density on the whole line whose second derivative is nowhere positive has
zero slope everywhere. -/
theorem slope_eq_zero {n : ℝ → ℝ} (h1 : Differentiable ℝ n) (h2 : Differentiable ℝ (deriv n))
    (h0 : ∀ x, 0 ≤ n x) (hc : ∀ x, deriv (deriv n) x ≤ 0) (a : ℝ) : deriv n a = 0 := by
  have anti := antitone_of_deriv_nonpos h2 hc
  by_contra hne
  -- follow the tangent downhill until it lies below zero
  rcases lt_or_gt_of_ne hne with h | h
  · obtain ⟨d, hd, hdc⟩ : ∃ d, 0 < d ∧ d * (-deriv n a) = n a + 1 :=
      ⟨(n a + 1) / (-deriv n a), div_pos (by linarith [h0 a]) (neg_pos.2 h),
        div_mul_cancel₀ _ (neg_pos.2 h).ne'⟩
    obtain ⟨ξ, hξ, e⟩ := exists_deriv_eq_slope n (show a < a + d by linarith)
      h1.continuous.continuousOn h1.differentiableOn
    rw [add_sub_cancel_left, eq_div_iff hd.ne'] at e
    nlinarith [h0 (a + d), mul_le_mul_of_nonneg_right (anti hξ.1.le) hd.le]
  · obtain ⟨d, hd, hdc⟩ : ∃ d, 0 < d ∧ d * deriv n a = n a + 1 :=
      ⟨(n a + 1) / deriv n a, div_pos (by linarith [h0 a]) h, div_mul_cancel₀ _ h.ne'⟩
    obtain ⟨ξ, hξ, e⟩ := exists_deriv_eq_slope n (show a - d < a by linarith)
      h1.continuous.continuousOn h1.differentiableOn
    rw [sub_sub_cancel, eq_div_iff hd.ne'] at e
    nlinarith [h0 (a - d), mul_le_mul_of_nonneg_right (anti hξ.2.le) hd.le]
```

Now suppose α_L is never negative where f ≠ 0. Then n'' ≤ 0 at those points. At a node, n'' = 2f'². If this were positive, f' would be non-zero, so nearby points would have f ≠ 0 and, by continuity, n'' > 0: a contradiction. Hence n'' ≤ 0 everywhere, and the previous lemma gives n' = 0. Then ff' = 0 and f'² + ff'' = 0, which together force f' = 0, so f is constant.

```lean
/-- Every non-constant, twice continuously differentiable real orbital on the line has a point
of non-zero density where the indicator built from the Laplacian form is negative. -/
theorem exists_indicator_neg {f : ℝ → ℝ} (h1 : Differentiable ℝ f)
    (h2 : Differentiable ℝ (deriv f)) (h3 : Continuous (deriv (deriv f)))
    {a b : ℝ} (hab : f a ≠ f b) :
    ∃ x, f x ≠ 0 ∧ indicator (tauLap (one f)) (density (one f)) x < 0 := by
  by_contra hneg
  obtain ⟨hn, hd, hdd⟩ := one_density h1 h2
  have key : ∀ x, f x ≠ 0 → deriv (deriv (density (one f))) x ≤ 0 := by
    intro x hx
    by_contra hpos
    refine hneg ⟨x, hx, ?_⟩
    have hnx : 0 < density (one f) x := by
      rw [hn]
      positivity
    rw [indicator, (single_orbital h1 h2 hx).2]
    exact div_neg_of_neg_of_pos (by linarith [not_le.1 hpos]) (by positivity)
  have hcont : Continuous (deriv (deriv (density (one f)))) := by
    rw [hdd]
    exact continuous_const.mul ((h2.continuous.pow 2).add (h1.continuous.mul h3))
  -- at a node the sign of n'' is inherited from neighbouring points
  have hall : ∀ x, deriv (deriv (density (one f))) x ≤ 0 := by
    intro x
    by_cases hx : f x = 0
    · by_contra hpos
      have hpos' := not_le.1 hpos
      have hs : deriv f x ≠ 0 := by
        intro h
        rw [hdd] at hpos'
        simp [hx, h] at hpos'
      have ev1 : ∀ᶠ y in 𝓝 x, 0 < deriv (deriv (density (one f))) y :=
        hcont.continuousAt.eventually (lt_mem_nhds hpos')
      have ev2 : ∀ᶠ y in 𝓝[≠] x, f y ≠ 0 := (h1 x).hasDerivAt.eventually_ne hs
      obtain ⟨y, hy1, hy2⟩ := ((ev1.filter_mono nhdsWithin_le_nhds).and ev2).exists
      exact absurd (key y hy2) (not_le.2 hy1)
    · exact key x hx
  have hz : ∀ x, deriv (density (one f)) x = 0 := by
    apply slope_eq_zero _ _ _ hall
    · rw [hn]
      exact h1.pow 2
    · rw [hd]
      exact (h1.mul h2).const_mul 2
    · intro x
      rw [hn]
      positivity
  -- a constant density forces a constant orbital
  refine hab (is_const_of_deriv_eq_zero h1 (fun x => ?_) a b)
  have e1 : 2 * (f x * deriv f x) = 0 := by
    rw [← hz x, hd]
  have e2 : 2 * (deriv f x ^ 2 + f x * deriv (deriv f) x) = 0 := by
    have h : deriv (deriv (density (one f))) x = 0 := by
      rw [show deriv (density (one f)) = fun _ => (0 : ℝ) from funext hz]
      exact deriv_const x 0
    rw [← h, hdd]
  rcases mul_eq_zero.1 (show f x * deriv f x = 0 by linarith) with h | h
  · rw [h] at e2
    exact pow_eq_zero_iff (two_ne_zero) |>.1 (by linarith)
  · exact h

end

end LaplacianIsoOrbitalIndicator
```

```lean
#print axioms LaplacianIsoOrbitalIndicator.weizsacker_bound
#print axioms LaplacianIsoOrbitalIndicator.gauss_indicator
#print axioms LaplacianIsoOrbitalIndicator.exists_indicator_neg
```

```
'LaplacianIsoOrbitalIndicator.weizsacker_bound' depends on axioms: [propext, Classical.choice, Quot.sound]
'LaplacianIsoOrbitalIndicator.gauss_indicator' depends on axioms: [propext, Classical.choice, Quot.sound]
'LaplacianIsoOrbitalIndicator.exists_indicator_neg' depends on axioms: [propext, Classical.choice, Quot.sound]
```

The node argument turns on the punctured neighbourhood filter `𝓝[≠] x`. `HasDerivAt.eventually_ne` says that a function with non-zero slope at x avoids a given value at all nearby points other than x. `filter_mono` restricts the positivity of n'' to the same filter, and `.exists` extracts a point satisfying both conditions.

Smoothness at the nodes matters. The orbital f = √|sin x| is non-constant and smooth except at its nodes, where its slope diverges. Between them n = |sin x| and n'' = −n, so α_L = 3/(2π² sin²x), which is positive wherever the density is non-zero. This is a mathematical counter-example, not a physical state: f is not normalisable on the line, and the integral of f'²/2 diverges at every node.
